# Polaritons and dark states of one cavity mode and n ≥ 1 emitters of equal energy, with a single excitation

Place $n$ emitters of the same transition energy $b$ in a cavity with one mode of energy $a$, and let the system hold one quantum of excitation. The emitters do not interact directly, and counter-rotating terms are neglected, so the number of excitations is conserved. In each basis state the quantum is either a photon or an excitation on one of the emitters, so the Hamiltonian is a matrix of size $n+1$. Which of its energies does the light shift, and how many stay at $b$?

## The spectrum in closed form

Let $v_i\in\mathbb C$ be the coupling of emitter $i$ to the mode. With the photon state listed first,

$$
H=\begin{pmatrix} a & v^\dagger\\ v & b\,\mathbb 1\end{pmatrix},\qquad
G=\|v\|^2=\sum_i |v_i|^2 .
$$

For $n\ge 1$ the characteristic polynomial is

$$
\det(X\mathbb 1-H)=(X-b)^{n-1}\bigl((X-a)(X-b)-G\bigr).
$$

The quadratic factor has the roots

$$
E_\pm=\tfrac12\bigl(a+b\pm S\bigr),\qquad S=\sqrt{(a-b)^2+4G}.
$$

These are the upper and lower polariton energies. The other $n-1$ eigenvalues equal $b$, whatever the individual couplings are.

## Where a code uses it

The polariton energies depend on the individual couplings only through $G$, so a program can replace the ensemble by one effective emitter with coupling $\sqrt G$. The replacement gives the correct polariton energies for non-interacting emitters of equal energy in the single-excitation space; a spread of emitter energies takes the system out of this model.

A program that builds and diagonalises the full matrix can compare its output with $E_\pm$ and with $b$ repeated $n-1$ times. For $n\ge3$ and $v\ne0$, the eigenvectors at energy $b$ are not unique even up to phases, so a comparison there should use the projector onto their span.

## Derivation

**Determinant.** Take a central entry $p$, a row $u$, a column $w$ and a common outer value $q$. Multiplication by a block triangular matrix clears the lower-left block:

$$
\begin{pmatrix} p&u\\ w&q\mathbb 1\end{pmatrix}
\begin{pmatrix} q&0\\ -w&\mathbb 1\end{pmatrix}
=\begin{pmatrix} pq-\sum_j u_jw_j&u\\ 0&q\mathbb 1\end{pmatrix}.
$$

The second factor has determinant $q$, and the right-hand side is block triangular. Writing $A$ for the first factor, we get

$$
q\,\det A=q^n\Bigl(pq-\sum_j u_jw_j\Bigr).
$$

No division has been used, so the entries may be polynomials. The matrix $X\mathbb 1-H$ has this shape, with $p=X-a$, $q=X-b$, $u_j=-\overline{v_j}$ and $w_i=-v_i$, so that $\sum_j u_jw_j=G$. Since $n\ge1$, the right-hand side contains a factor $X-b$. Cancelling this nonzero polynomial from both sides gives the characteristic polynomial.

**Polariton energies.** From the definitions, $E_++E_-=a+b$ and

$$
E_+E_-=\frac{(a+b)^2-S^2}{4}=ab-G .
$$

Hence $(X-E_+)(X-E_-)=(X-a)(X-b)-G$.

**Dark states.** Let a state have photon amplitude $c$ and emitter amplitudes $d_i$. Then

$$
H\begin{pmatrix}c\\ d\end{pmatrix}
=\begin{pmatrix}ac+\sum_j\overline{v_j}d_j\\ vc+bd\end{pmatrix}.
$$

If this equals $b$ times the state, the emitter rows give $v_ic=0$ for every $i$. When $v\ne0$, some $v_k$ is nonzero, so $c=0$, and the photon row leaves $\sum_j\overline{v_j}d_j=0$. Conversely, these two conditions solve every row. The solutions form a space of dimension $n-1$ without any photon component.

**Polariton states.** Let $E$ be $E_+$ or $E_-$, so $(E-a)(E-b)=G$. For the vector $(E-b,\,v)$ the photon row of $H$ gives

$$
a(E-b)+G=a(E-b)+(E-a)(E-b)=E(E-b),
$$

and emitter row $i$ gives $v_i(E-b)+bv_i=Ev_i$. This is therefore an eigenvector, nonzero when $v\ne0$. Its squared norm is $(E-b)^2+G$, so the normalised state has photon weight $(E-b)^2/\bigl((E-b)^2+G\bigr)$.

**Equal couplings at resonance.** With $a=b=\omega$ and $v_i=g$ for all $i$, we have $G=n|g|^2$ and $S=2\sqrt n\,|g|$, so $E_\pm=\omega\pm\sqrt n\,|g|$.

## One emitter, and two emitters with numbers

For $n=1$ the factor $(X-b)^{n-1}$ is 1. Only the two polaritons remain, and for $v\neq0$ the dark-state conditions admit only the zero vector. At resonance the energies are $\omega\pm|v_1|$.

For two emitters take $a=3$, $b=2$ and $v=(1,i)$, in any energy unit. Then $G=2$ and $S=\sqrt{1+8}=3$, so the energies are $E_+=4$, $E_-=1$ and the dark value $2$. Their sum is $7$, the trace of $H$.

| Energy | Normalised state (photon, emitter 1, emitter 2) | Photon weight |
|---|---|---|
| $4$ | $(2,1,i)/\sqrt6$ | $2/3$ |
| $2$ | $(0,i,1)/\sqrt2$ | $0$ |
| $1$ | $(-1,1,i)/\sqrt3$ | $1/3$ |

The complex coupling makes this a useful check on the assembly of $H$. If the complex conjugate is left out of the first row, $G$ is replaced by $1^2+i^2=0$, and the eigenvalues become $3,2,2$. An eigensolver for general matrices shows this error. The eigenvalues from a Hermitian eigensolver that reads only one triangle of the matrix do not show it: they are still $4,2,1$.

## The Lean file

```lean
import Mathlib

open Matrix Polynomial

namespace CavityPolaritons

noncomputable section

variable {ι : Type*} [Fintype ι] [DecidableEq ι]

/-- A matrix in which one central level `p` is coupled to levels of common value `q`
by a row `u` and a column `w`. -/
def arrowhead {R : Type*} [CommRing R] (p q : R) (u w : ι → R) :
    Matrix (Unit ⊕ ι) (Unit ⊕ ι) R :=
  fromBlocks (of fun _ _ => p) (of fun _ j => u j) (of fun i _ => w i)
    (diagonal fun _ => q)

/-- The single-excitation Hamiltonian of a cavity mode of energy `a` coupled with
amplitudes `v i` to emitters of energy `b`. -/
def hamiltonian (a b : ℝ) (v : ι → ℂ) : Matrix (Unit ⊕ ι) (Unit ⊕ ι) ℂ :=
  arrowhead (a : ℂ) (b : ℂ) (fun j => star (v j)) v

/-- The squared collective coupling, the sum of the squared moduli of all couplings. -/
def couplingSq (v : ι → ℂ) : ℝ := ∑ i, ‖v i‖ ^ 2

/-- The state with photon amplitude `c` and emitter amplitudes `d`. -/
def state (c : ℂ) (d : ι → ℂ) : Unit ⊕ ι → ℂ := Sum.elim (fun _ => c) d

/-- The splitting `√((a - b)² + 4 G)`, where `G` is `couplingSq v`. -/
def splitting (a b : ℝ) (v : ι → ℂ) : ℝ := √((a - b) ^ 2 + 4 * couplingSq v)

/-- The energy of the upper polariton. -/
def upper (a b : ℝ) (v : ι → ℂ) : ℝ := (a + b + splitting a b v) / 2

/-- The energy of the lower polariton. -/
def lower (a b : ℝ) (v : ι → ℂ) : ℝ := (a + b - splitting a b v) / 2

omit [DecidableEq ι] in
private lemma sum_star_mul (v : ι → ℂ) :
    ∑ i, star (v i) * v i = ((couplingSq v : ℝ) : ℂ) := by
  unfold couplingSq
  rw [Complex.ofReal_sum]
  refine Finset.sum_congr rfl fun i _ => ?_
  rw [mul_comm, ← Complex.normSq_eq_norm_sq]
  exact Complex.mul_conj (v i)

omit [DecidableEq ι] in
private lemma splitting_sq (a b : ℝ) (v : ι → ℂ) :
    splitting a b v ^ 2 = (a - b) ^ 2 + 4 * couplingSq v := by
  have h : 0 ≤ couplingSq v := Finset.sum_nonneg fun i _ => sq_nonneg _
  exact Real.sq_sqrt (by positivity)

omit [Fintype ι] in
/-- The Hamiltonian of the cavity and its emitters is Hermitian. -/
theorem hamiltonian_isHermitian (a b : ℝ) (v : ι → ℂ) :
    (hamiltonian a b v).IsHermitian := by
  apply Matrix.ext
  rintro (i | i) (j | j)
  · simp [hamiltonian, arrowhead, conjTranspose_apply]
  · simp [hamiltonian, arrowhead, conjTranspose_apply]
  · simp [hamiltonian, arrowhead, conjTranspose_apply]
  · rcases eq_or_ne i j with rfl | h
    · simp [hamiltonian, arrowhead, conjTranspose_apply]
    · simp [hamiltonian, arrowhead, conjTranspose_apply, h, h.symm]

/-- The determinant of an arrowhead matrix, multiplied by the common value `q` of the
outer levels, is `q ^ n * (p * q - ∑ u w)`. -/
theorem arrowhead_det {R : Type*} [CommRing R] (p q : R) (u w : ι → R) :
    q * (arrowhead p q u w).det =
      q ^ Fintype.card ι * (p * q - ∑ j, u j * w j) := by
  -- A block triangular factor removes the column that couples to the central level.
  have key : arrowhead p q u w *
      fromBlocks (of fun (_ _ : Unit) => q) 0 (of fun i _ => -w i) 1 =
      fromBlocks (of fun (_ _ : Unit) => p * q - ∑ j, u j * w j)
        (of fun _ j => u j) 0 (diagonal fun _ => q) := by
    apply Matrix.ext
    rintro (i | i) (j | j)
    · simp [arrowhead, Matrix.mul_apply, sub_eq_add_neg]
    · simp [arrowhead, Matrix.mul_apply, Matrix.one_apply]
    · simp [arrowhead, Matrix.mul_apply, diagonal_apply]
      ring
    · simp [arrowhead, Matrix.mul_apply, Matrix.one_apply, diagonal_apply]
  have h := congrArg Matrix.det key
  simp only [det_mul, det_fromBlocks_zero₁₂, det_fromBlocks_zero₂₁, det_unique, det_one,
    det_diagonal, of_apply, Finset.prod_const, Finset.card_univ, mul_one] at h
  linear_combination h

/-- For `n ≥ 1` emitters of equal energy `b` the characteristic polynomial is `(X - b)^(n-1) ((X -
a)(X - b) - G)`, where `G` is `couplingSq v`. -/
theorem hamiltonian_charpoly [Nonempty ι] (a b : ℝ) (v : ι → ℂ) :
    (hamiltonian a b v).charpoly =
      (X - C (b : ℂ)) ^ (Fintype.card ι - 1) *
        ((X - C (a : ℂ)) * (X - C (b : ℂ)) - C ((couplingSq v : ℝ) : ℂ)) := by
  -- The characteristic matrix is again an arrowhead matrix.
  have hchar : (hamiltonian a b v).charmatrix =
      arrowhead (X - C (a : ℂ)) (X - C (b : ℂ))
        (fun j => -C (star (v j))) (fun i => -C (v i)) := by
    apply Matrix.ext
    rintro (i | i) (j | j)
    · simp [hamiltonian, arrowhead]
    · simp [hamiltonian, arrowhead]
    · simp [hamiltonian, arrowhead]
    · rcases eq_or_ne i j with rfl | h
      · simp [hamiltonian, arrowhead]
      · simp [hamiltonian, arrowhead, diagonal_apply, h]
  have hs : ∑ j, (-C (star (v j))) * (-C (v j)) = C ((couplingSq v : ℝ) : ℂ) := by
    rw [← sum_star_mul v, map_sum]
    refine Finset.sum_congr rfl fun j _ => ?_
    rw [C_mul]
    ring
  have h := arrowhead_det (X - C (a : ℂ)) (X - C (b : ℂ))
    (fun j => -C (star (v j))) (fun i => -C (v i))
  have e : Fintype.card ι = (Fintype.card ι - 1) + 1 := by
    have := Fintype.card_pos (α := ι)
    omega
  rw [hs, e, pow_succ] at h
  -- One factor `X - b` cancels because there is at least one emitter.
  apply mul_left_cancel₀ (X_sub_C_ne_zero (b : ℂ))
  rw [Matrix.charpoly, hchar]
  linear_combination h

/-- For `n ≥ 1` emitters the characteristic polynomial splits into `n - 1` factors at the emitter
energy and one factor for each of the two polariton energies. -/
theorem hamiltonian_charpoly_factored [Nonempty ι] (a b : ℝ) (v : ι → ℂ) :
    (hamiltonian a b v).charpoly =
      (X - C (b : ℂ)) ^ (Fintype.card ι - 1) *
        ((X - C (upper a b v : ℂ)) * (X - C (lower a b v : ℂ))) := by
  have h1 : upper a b v + lower a b v = a + b := by
    unfold upper lower
    ring
  have h2 : upper a b v * lower a b v = a * b - couplingSq v := by
    unfold upper lower
    linear_combination -(splitting_sq a b v) / 4
  have hs : C (upper a b v : ℂ) + C (lower a b v : ℂ) = C (a : ℂ) + C (b : ℂ) := by
    rw [← C_add, ← C_add]
    exact congrArg C (by exact_mod_cast h1)
  have hp : C (upper a b v : ℂ) * C (lower a b v : ℂ) =
      C (a : ℂ) * C (b : ℂ) - C ((couplingSq v : ℝ) : ℂ) := by
    rw [← C_mul, ← C_mul, ← C_sub]
    exact congrArg C (by exact_mod_cast h2)
  rw [hamiltonian_charpoly]
  linear_combination (X - C (b : ℂ)) ^ (Fintype.card ι - 1) * (X * hs - hp)

/-- The Hamiltonian sends the state with photon amplitude `c` and emitter amplitudes `d` to the
state with photon amplitude `a * c + ∑ j, star (v j) * d j` and emitter amplitudes `v i * c + b * d
i`. -/
theorem hamiltonian_mulVec (a b : ℝ) (v d : ι → ℂ) (c : ℂ) :
    hamiltonian a b v *ᵥ state c d =
      state (a * c + ∑ j, star (v j) * d j) (fun i => v i * c + b * d i) := by
  funext i
  rcases i with i | i
  · simp [hamiltonian, arrowhead, state, Matrix.mulVec, dotProduct]
  · simp [hamiltonian, arrowhead, state, Matrix.mulVec, dotProduct, diagonal_apply]

/-- For nonzero coupling, a state satisfies `H ψ = b ψ` exactly when it has no photon
amplitude and its emitter amplitudes are orthogonal to the coupling vector. -/
theorem dark_state_iff (a b : ℝ) (v d : ι → ℂ) (c : ℂ) (hv : v ≠ 0) :
    hamiltonian a b v *ᵥ state c d = (b : ℂ) • state c d ↔
      c = 0 ∧ ∑ j, star (v j) * d j = 0 := by
  rw [hamiltonian_mulVec]
  constructor
  · intro h
    obtain ⟨k, hk⟩ := Function.ne_iff.mp hv
    have h1 := congrFun h (Sum.inl ())
    have h2 := congrFun h (Sum.inr k)
    simp only [state, Sum.elim_inl, Sum.elim_inr, Pi.smul_apply, smul_eq_mul] at h1 h2
    -- An emitter that couples to the cavity forces the photon amplitude to vanish.
    have h3 : v k * c = 0 := by linear_combination h2
    have hc : c = 0 := (mul_eq_zero.mp h3).resolve_left hk
    exact ⟨hc, by linear_combination h1 + ((b : ℂ) - a) * hc⟩
  · rintro ⟨hc, hd⟩
    funext i
    rcases i with i | i
    · simp only [state, Sum.elim_inl, Pi.smul_apply, smul_eq_mul]
      linear_combination hd + ((a : ℂ) - b) * hc
    · simp only [state, Sum.elim_inr, Pi.smul_apply, smul_eq_mul]
      linear_combination v i * hc

/-- For nonzero coupling and either polariton energy `E`, the state with photon amplitude
`E - b` and emitter amplitudes `v` is a nonzero eigenvector of energy `E`. -/
theorem polariton_state (a b E : ℝ) (v : ι → ℂ) (hv : v ≠ 0)
    (hE : E = upper a b v ∨ E = lower a b v) :
    state ((E : ℂ) - b) v ≠ 0 ∧
      hamiltonian a b v *ᵥ state ((E : ℂ) - b) v = (E : ℂ) • state ((E : ℂ) - b) v := by
  have hq : (E - a) * (E - b) = couplingSq v := by
    rcases hE with rfl | rfl
    · unfold upper
      linear_combination (splitting_sq a b v) / 4
    · unfold lower
      linear_combination (splitting_sq a b v) / 4
  have hq' : ((E : ℂ) - a) * ((E : ℂ) - b) = ((couplingSq v : ℝ) : ℂ) := by
    exact_mod_cast hq
  refine ⟨fun h => hv (funext fun i => congrFun h (Sum.inr i)), ?_⟩
  rw [hamiltonian_mulVec]
  funext i
  rcases i with i | i
  · simp only [state, Sum.elim_inl, Pi.smul_apply, smul_eq_mul]
    linear_combination sum_star_mul v - hq'
  · simp only [state, Sum.elim_inr, Pi.smul_apply, smul_eq_mul]
    ring

omit [DecidableEq ι] in
/-- At resonance and with equal couplings `g`, the polariton energies lie at
`√n ‖g‖` above and below the common energy `ω`. -/
theorem resonant_polaritons (ω : ℝ) (g : ℂ) :
    upper ω ω (fun _ : ι => g) = ω + √(Fintype.card ι : ℝ) * ‖g‖ ∧
      lower ω ω (fun _ : ι => g) = ω - √(Fintype.card ι : ℝ) * ‖g‖ := by
  have hn : √(Fintype.card ι : ℝ) ^ 2 = (Fintype.card ι : ℝ) :=
    Real.sq_sqrt (Nat.cast_nonneg _)
  have hG : couplingSq (fun _ : ι => g) = (Fintype.card ι : ℝ) * ‖g‖ ^ 2 := by
    simp [couplingSq]
  have hr : splitting ω ω (fun _ : ι => g) = 2 * (√(Fintype.card ι : ℝ) * ‖g‖) := by
    unfold splitting
    rw [hG, show (ω - ω) ^ 2 + 4 * ((Fintype.card ι : ℝ) * ‖g‖ ^ 2) =
      (2 * (√(Fintype.card ι : ℝ) * ‖g‖)) ^ 2 by
        linear_combination -4 * ‖g‖ ^ 2 * hn]
    exact Real.sqrt_sq (by positivity)
  unfold upper lower
  rw [hr]
  constructor <;> ring

end

end CavityPolaritons
```

```lean
#print axioms CavityPolaritons.hamiltonian_charpoly_factored
-- 'CavityPolaritons.hamiltonian_charpoly_factored' depends on axioms: [propext, Classical.choice, Quot.sound]
#print axioms CavityPolaritons.dark_state_iff
-- 'CavityPolaritons.dark_state_iff' depends on axioms: [propext, Classical.choice, Quot.sound]
#print axioms CavityPolaritons.polariton_state
-- 'CavityPolaritons.polariton_state' depends on axioms: [propext, Classical.choice, Quot.sound]
#print axioms CavityPolaritons.resonant_polaritons
-- 'CavityPolaritons.resonant_polaritons' depends on axioms: [propext, Classical.choice, Quot.sound]
```

## How the theorems read, and the model they describe

The index type `Unit ⊕ ι` has one element for the photon state and one for each emitter. Here `ι` is any finite type, and $n$ is `Fintype.card ι`. In `hamiltonian a b v` the energies are real and the couplings complex; the conjugates stand in the photon row. `hamiltonian_isHermitian` confirms that the matrix is Hermitian. The quantity $G$ is `couplingSq v`, written as an explicit sum because Mathlib's default norm on functions `ι → ℂ` is the maximum norm. The energies $E_+$ and $E_-$ are `upper` and `lower`, and `state c d` is an unnormalised vector.

`hamiltonian_charpoly` states the polynomial identity over $\mathbb C$, and `hamiltonian_charpoly_factored` states it with the polariton energies as roots, which fixes the algebraic multiplicities. Both assume `[Nonempty ι]`, that is, at least one emitter. `dark_state_iff` and `polariton_state` assume `v ≠ 0`: some emitter must actually couple to the mode. `dark_state_iff` characterises solutions of $H\psi=b\psi$ and includes the zero vector. The dimension of the dark space and the photon weights above follow by hand from these statements but have no theorem of their own.

The matrix itself is the physical assumption. It stands for a single mode and emitters that do not interact directly, with counter-rotating terms neglected so that the number of excitations is conserved. The couplings $v_i$ represent the interaction of each transition dipole with the mode field at its position, and they enter as given numbers. Photon loss, emitter decay, unequal emitter energies and states with two or more excitations are absent. The theorems concern exact real and complex numbers, so they put no bound on the rounding error of an eigensolver.

## How the proof follows the derivation

`arrowhead_det` is the determinant identity, over any commutative ring. Its internal equation `key` is the block product, checked in each of the four blocks. Taking determinants of both sides and applying Mathlib's rules for block triangular matrices gives the result.

In `hamiltonian_charpoly`, `hchar` identifies the characteristic matrix as an arrowhead matrix with polynomial entries, and `hs` evaluates the coupling sum with the help of `sum_star_mul`. The step `mul_left_cancel₀` removes the factor $X-b$, after `e` has rewritten $n$ as $(n-1)+1$.

`hamiltonian_charpoly_factored` proves the sum and product of the two energies as `h1` and `h2`, using `splitting_sq` for $S^2$, and carries them over to polynomials.

`hamiltonian_mulVec` computes the action of $H$ on a state. `dark_state_iff` then picks an emitter `k` with nonzero coupling, deduces $c=0$ from its row, and reads the orthogonality condition from the photon row. `polariton_state` first proves $(E-a)(E-b)=G$ as `hq` for both energies and then checks the photon and emitter rows. In these proofs `linear_combination` performs the algebra by naming which known equations to add, and with what coefficients. `resonant_polaritons` evaluates the square root for equal couplings, using the fact that $2\sqrt n\,|g|$ is nonnegative.
